# Gupta-Bleuler states with finitely many photons in one longitudinal and one timelike mode are polynomials in x − y, with ⟨p,p⟩ = |p(0,0)|²

When two free-photon states are overlapped in Gupta-Bleuler quantisation, and the longitudinal and timelike factor of each obeys the Gupta-Bleuler condition, both factors can be replaced by their vacuum amplitudes. Take the factors p = 1 + α(x − y) and q = 1 + β(x − y), where x creates a longitudinal photon, y creates a timelike one, and α, β are complex numbers. Then

⟨p,q⟩ = 1 + conj(α)β − conj(α)β = 1.

If p and q multiply normalised transverse one-photon states of the same momentum in a finite box, with unit polarisation vectors ε and ε′, only ε*·ε′ remains. The theorems below establish the replacement for a single free pair of modes with finitely many photons. Joining that pair to the transverse modes and to other momenta is a further step, which the model leaves out.

## Finitely many photons

A state is a polynomial p = Σ c_mn x^m y^n, with m longitudinal and n timelike photons in each term. In Lean, `X 0` is x, `X 1` is y, and an exponent `s` has m = `s 0` and n = `s 1`.

```lean
import Mathlib

open MvPolynomial ComplexConjugate

namespace GuptaBleuler

noncomputable section

/-- States of one longitudinal mode (variable `0`, called x) and one timelike mode
(variable `1`, called y), written as complex polynomials. -/
abbrev Fock := MvPolynomial (Fin 2) ℂ
```

Finiteness makes the scalar product a finite sum and allows proofs by induction on monomials. Without it, exp(x − y) satisfies the condition studied here but is not a polynomial in x − y. A model on a completed Fock space would admit this state, replace polynomials by entire functions, and require domains for the operators.

## A minus sign for each timelike photon

Distinct monomials are orthogonal, and

⟨x^m y^n, x^m y^n⟩ = (−1)^n m! n!.

Dividing x^m y^n by √(m! n!) gives a state of norm (−1)^n. The sign reflects the opposite sign of the time component in the metric. It makes −∂/∂y the timelike annihilation operator, so the usual difference of longitudinal and timelike annihilators becomes the sum D = ∂/∂x + ∂/∂y, called `gupta`.

```lean
/-- The number `(-1)^n m! n!` attached to the monomial `x^m y^n`. -/
def weight (s : Fin 2 →₀ ℕ) : ℂ :=
  (-1) ^ (s 1) * (Nat.factorial (s 0) : ℂ) * (Nat.factorial (s 1) : ℂ)

/-- The indefinite scalar product of two states, conjugate-linear in the first one. -/
def form (p q : Fock) : ℂ :=
  ∑ s ∈ p.support, conj (coeff s p) * weight s * coeff s q

/-- The operator `∂/∂x + ∂/∂y` of the Gupta-Bleuler condition. -/
def gupta : Derivation ℂ Fock Fock := pderiv 0 + pderiv 1

/-- Setting the timelike variable to zero. -/
def noTimelike : Fock →ₐ[ℂ] Polynomial ℂ :=
  MvPolynomial.aeval (![Polynomial.X, 0] : Fin 2 → Polynomial ℂ)
```

By hand, the sign enters when x − y is moved across the scalar product. Let d_mn be the coefficients of q. Then

⟨(x − y)x^m y^n, q⟩ = (−1)^n (m+1)! n! d_(m+1,n) − (−1)^(n+1) m! (n+1)! d_(m,n+1)

= (−1)^n m! n! [(m+1)d_(m+1,n) + (n+1)d_(m,n+1)] = ⟨x^m y^n, Dq⟩.

Summing over monomials gives ⟨(x − y)p, q⟩ = ⟨p, Dq⟩ for all p and q. In `gupta_adjoint`, `w0` and `w1` are the two changes of weight, and `coeff_deriv` supplies the bracket.

```lean
private lemma gupta_apply (p : Fock) : gupta p = pderiv 0 p + pderiv 1 p := rfl

private lemma form_eq_sum {p : Fock} (q : Fock) {t : Finset (Fin 2 →₀ ℕ)}
    (h : p.support ⊆ t) :
    form p q = ∑ s ∈ t, conj (coeff s p) * weight s * coeff s q := by
  refine Finset.sum_subset h (fun m _ hm => ?_)
  have h0 : coeff m p = 0 := by simpa [mem_support_iff] using hm
  rw [h0]
  simp

private lemma form_add_left (p q r : Fock) : form (p + q) r = form p r + form q r := by
  have hs : (p + q).support ⊆ p.support ∪ q.support := support_add
  have hp : p.support ⊆ p.support ∪ q.support := Finset.subset_union_left
  have hq : q.support ⊆ p.support ∪ q.support := Finset.subset_union_right
  rw [form_eq_sum r hs, form_eq_sum r hp, form_eq_sum r hq, ← Finset.sum_add_distrib]
  refine Finset.sum_congr rfl (fun s _ => ?_)
  rw [coeff_add, map_add]
  ring

/-- The scalar product of a multiple of `x^m y^n` with any state is `(-1)^n m! n!` times
the conjugate prefactor times the coefficient of the same monomial in that state. -/
theorem form_monomial (s : Fin 2 →₀ ℕ) (a : ℂ) (q : Fock) :
    form (monomial s a) q = conj a * weight s * coeff s q := by
  rw [form_eq_sum q (support_monomial_subset : (monomial s a).support ⊆ {s})]
  simp

private lemma coeff_deriv (i : Fin 2) (s : Fin 2 →₀ ℕ) (q : Fock) :
    coeff s (pderiv i q) = ((s i : ℂ) + 1) * coeff (s + Finsupp.single i 1) q := by
  refine MvPolynomial.induction_on' q (fun t a => ?_) (fun p₁ p₂ h₁ h₂ => ?_)
  · rw [pderiv_monomial, coeff_monomial, coeff_monomial]
    by_cases h : t = s + Finsupp.single i 1
    · have h1 : t - Finsupp.single i 1 = s := by rw [h, add_tsub_cancel_right]
      have h2 : t i = s i + 1 := by rw [h]; simp
      rw [if_pos h1, if_pos h, h2]
      push_cast
      ring
    · rw [if_neg h, mul_zero]
      by_cases h0 : t i = 0
      · simp [h0]
      · refine if_neg (fun e => h ?_)
        rw [← e]
        exact (tsub_add_cancel_of_le (Finsupp.single_le_iff.mpr (by omega))).symm
  · rw [map_add, coeff_add, coeff_add, h₁, h₂]
    ring

private lemma X_mul_monomial (i : Fin 2) (s : Fin 2 →₀ ℕ) (a : ℂ) :
    (X i : Fock) * monomial s a = monomial (s + Finsupp.single i 1) a := by
  change monomial (Finsupp.single i 1) 1 * monomial s a = _
  rw [monomial_mul, one_mul, add_comm]

/-- Multiplication by `x - y` is adjoint to the Gupta-Bleuler operator. -/
theorem gupta_adjoint (p q : Fock) : form ((X 0 - X 1) * p) q = form p (gupta q) := by
  refine MvPolynomial.induction_on' p (fun s a => ?_) (fun p₁ p₂ h₁ h₂ => ?_)
  · -- one more quantum changes the weight, with a sign for the timelike mode
    have w0 : weight (s + Finsupp.single 0 1) = ((s 0 : ℂ) + 1) * weight s := by
      simp [weight, Nat.factorial_succ]
      ring
    have w1 : weight (s + Finsupp.single 1 1) = -(((s 1 : ℂ) + 1) * weight s) := by
      simp [weight, Nat.factorial_succ]
      ring
    have e : (X 0 - X 1 : Fock) * monomial s a =
        monomial (s + Finsupp.single 0 1) a + monomial (s + Finsupp.single 1 1) (-a) := by
      rw [sub_mul, X_mul_monomial, X_mul_monomial, map_neg, sub_eq_add_neg]
    rw [e, form_add_left, form_monomial, form_monomial, form_monomial, gupta_apply,
      coeff_add, coeff_deriv, coeff_deriv, map_neg, w0, w1]
    ring
  · rw [mul_add, form_add_left, form_add_left, h₁, h₂]
```

With a positive weight m! n! instead, x − y would have norm 2 despite its zero constant term.

## No component free of timelike photons

The auxiliary hypothesis `noTimelike p = 0` says that p(x,0) = 0. If also Dp = 0, comparing coefficients gives

(n+1)c_(m,n+1) = −(m+1)c_(m+1,n).

All c_m0 vanish, hence all c_m1, and so on: p = 0. The induction `key` is this recursion, started by `coeff_noTimelike`. Without the hypothesis, p = 1 satisfies Dp = 0 and is not zero.

```lean
private lemma coeff_noTimelike (p : Fock) (k : ℕ) :
    coeff (Finsupp.single 0 k) p = (noTimelike p).coeff k := by
  refine MvPolynomial.induction_on' p (fun s a => ?_) (fun p₁ p₂ h₁ h₂ => ?_)
  · have hp : (s.prod fun i n => (![Polynomial.X, 0] : Fin 2 → Polynomial ℂ) i ^ n) =
        Polynomial.X ^ (s 0) * 0 ^ (s 1) := by
      simp [Finsupp.prod_fintype, Fin.prod_univ_two]
    rw [noTimelike, aeval_monomial, hp, coeff_monomial, Polynomial.algebraMap_eq,
      Polynomial.coeff_C_mul]
    by_cases h : s 1 = 0
    · have hs : s = Finsupp.single 0 k ↔ k = s 0 := by
        refine ⟨fun e => by rw [e]; simp, fun e => ?_⟩
        ext j
        fin_cases j
        · simp [e]
        · simp [h]
      simp [h, hs, Polynomial.coeff_X_pow]
    · have hs : s ≠ Finsupp.single 0 k := fun e => h (by rw [e]; simp)
      simp [hs, zero_pow h]
  · rw [coeff_add, map_add, Polynomial.coeff_add, h₁, h₂]

/-- A state that obeys the Gupta-Bleuler condition and vanishes at y = 0 is zero. -/
theorem eq_zero_of_noTimelike {p : Fock} (hp : gupta p = 0) (h0 : noTimelike p = 0) :
    p = 0 := by
  -- recursion in the timelike occupation number
  have key : ∀ n : ℕ, ∀ s : Fin 2 →₀ ℕ, s 1 = n → coeff s p = 0 := by
    intro n
    induction n with
    | zero =>
      intro s hs
      have e : s = Finsupp.single 0 (s 0) := by
        ext j
        fin_cases j
        · simp
        · simp [hs]
      rw [e, coeff_noTimelike, h0, Polynomial.coeff_zero]
    | succ n ih =>
      intro s hs
      obtain ⟨t, rfl⟩ : ∃ t, s = t + Finsupp.single 1 1 :=
        ⟨s - Finsupp.single 1 1,
          (tsub_add_cancel_of_le (Finsupp.single_le_iff.mpr (by omega))).symm⟩
      have ht : t 1 = n := by simpa using hs
      have h := congrArg (coeff t) hp
      rw [gupta_apply, coeff_add, coeff_deriv, coeff_deriv,
        ih (t + Finsupp.single 0 1) (by simp [ht]),
        mul_zero, zero_add, coeff_zero] at h
      exact (mul_eq_zero.mp h).resolve_left (Nat.cast_add_one_ne_zero _)
  ext s
  rw [key _ s rfl, coeff_zero]
```

## The Gupta-Bleuler condition

The hypothesis `gupta p = 0` is the Lorenz condition, imposed through its annihilation part. Every f(x − y) satisfies it, since

D f(x − y) = (1 − 1) f′(x − y) = 0.

Conversely, if Dp = 0, set f(x) = p(x,0). The difference p − f(x − y) is annihilated by D and vanishes at y = 0, so it is zero. `physical_iff` follows these two directions; `Polynomial.aeval` substitutes x − y into f.

```lean
/-- A state obeys the Gupta-Bleuler condition exactly when it is a polynomial in `x - y`. -/
theorem physical_iff (p : Fock) :
    gupta p = 0 ↔ ∃ f : Polynomial ℂ, p = Polynomial.aeval (X 0 - X 1 : Fock) f := by
  have hg (f : Polynomial ℂ) : gupta (Polynomial.aeval (X 0 - X 1 : Fock) f) = 0 := by
    have h : gupta (X 0 - X 1 : Fock) = 0 := by
      rw [gupta_apply]
      simp [pderiv_X]
    rw [Derivation.map_aeval, h, smul_zero]
  constructor
  · intro h
    -- the candidate is f(x) = p(x, 0)
    refine ⟨noTimelike p, sub_eq_zero.mp (eq_zero_of_noTimelike ?_ ?_)⟩
    · rw [map_sub, h, hg, sub_zero]
    · have hx : noTimelike (X 0 - X 1) = Polynomial.X := by simp [noTimelike]
      rw [map_sub, ← Polynomial.aeval_algHom_apply, hx, Polynomial.aeval_X_left_apply,
        sub_self]
  · rintro ⟨f, rfl⟩
    exact hg f
```

For the scalar product, write f(u) = u h(u) + f(0) and g = h(x − y). Then p = (x − y)g + p(0,0), and if Dq = 0 as well,

⟨p,q⟩ = ⟨g, Dq⟩ + ⟨p(0,0), q⟩ = conj(p(0,0)) q(0,0).

The condition on p provides the splitting (`physical_split`); the condition on q removes its first part. One condition alone is not enough: ⟨x − y, x⟩ = ⟨x, x − y⟩ = 1, although the constant terms multiply to zero.

```lean
private lemma physical_split {p : Fock} (hp : gupta p = 0) :
    ∃ g : Fock, p = (X 0 - X 1) * g + C (coeff 0 p) := by
  obtain ⟨f, rfl⟩ := (physical_iff p).mp hp
  have e : Polynomial.aeval (X 0 - X 1 : Fock) f =
      (X 0 - X 1) * Polynomial.aeval (X 0 - X 1 : Fock) f.divX + C (f.coeff 0) := by
    conv_lhs => rw [← Polynomial.divX_mul_X_add f]
    rw [map_add, map_mul, Polynomial.aeval_X, Polynomial.aeval_C, algebraMap_eq, mul_comm]
  have c : coeff 0 (Polynomial.aeval (X 0 - X 1 : Fock) f) = f.coeff 0 := by
    rw [e]
    change constantCoeff ((X 0 - X 1 : Fock) *
      Polynomial.aeval (X 0 - X 1 : Fock) f.divX + C (f.coeff 0)) = f.coeff 0
    simp
  exact ⟨_, by rw [c]; exact e⟩

/-- The scalar product of two states that obey the Gupta-Bleuler condition is the product
of their constant terms, the first one conjugated. -/
theorem form_physical {p q : Fock} (hp : gupta p = 0) (hq : gupta q = 0) :
    form p q = conj (coeff 0 p) * coeff 0 q := by
  obtain ⟨g, e⟩ := physical_split hp
  have hC : form (C (coeff 0 p)) q = conj (coeff 0 p) * coeff 0 q := by
    change form (monomial 0 (coeff 0 p)) q = _
    rw [form_monomial]
    simp [weight]
  have hz : form g 0 = 0 := by simp [form]
  -- the part proportional to x - y drops out by adjointness
  calc form p q = form ((X 0 - X 1) * g + C (coeff 0 p)) q := congrArg (form · q) e
    _ = conj (coeff 0 p) * coeff 0 q := by
      rw [form_add_left, gupta_adjoint, hq, hz, hC, zero_add]
```

Setting q = p gives the squared modulus. The final theorem joins the equivalence, valid for every p, to the norm formula, which assumes `gupta p = 0`; here `coeff 0 p` is the constant term p(0,0). Without that assumption the formula fails for p = y, whose norm is −1.

```lean
/-- The Gupta-Bleuler condition selects exactly the polynomials in `x - y`, and the scalar
product of such a state with itself is the squared modulus of its constant term. -/
theorem gupta_bleuler (p : Fock) :
    (gupta p = 0 ↔ ∃ f : Polynomial ℂ, p = Polynomial.aeval (X 0 - X 1 : Fock) f) ∧
      (gupta p = 0 → form p p = (‖coeff 0 p‖ : ℂ) ^ 2) := by
  refine ⟨physical_iff p, fun h => ?_⟩
  rw [form_physical h h, mul_comm, Complex.mul_conj, Complex.normSq_eq_norm_sq]
  exact Complex.ofReal_pow _ _

end

end GuptaBleuler
```

```lean
#print axioms GuptaBleuler.gupta_bleuler
```

```
'GuptaBleuler.gupta_bleuler' depends on axioms: [propext, Classical.choice, Quot.sound]
```
